# Off-cycle bonds and the third colour in a proper three-colouring

The theorem `outer_iff` concerns a graph whose bonds carry three colours, with different colours on different bonds at the same site. It takes a simple cycle and assumes that each site `v` on it has a bond outside the cycle, of colour `o v`. It states that a bond at such a site has colour `o v` exactly when it is not part of the cycle. In one direction, the attempt uses the fact that two bonds of the same colour at one site must be the same bond. In the other, it notes that the two cycle bonds at `v` use up two colours, and it leaves to `decide` the step `key`, which says that only one colour then remains.

This version doesn't compile in Lean 4 with Mathlib:

```lean
import Mathlib

open SimpleGraph

namespace OuterIff

noncomputable section

variable {V : Type*} [Fintype V] [DecidableEq V]

/-- A proper bond colouring: the colour does not depend on the direction of the bond, and
different bonds at one site have different colours. -/
structure IsProper {V : Type*} (G : SimpleGraph V) (col : V → V → Fin 3) : Prop where
  symm : ∀ v w, col v w = col w v
  proper : ∀ v w w', G.Adj v w → G.Adj v w' → col v w = col v w' → w = w'

/-- For each site `v` of the closed walk `p`, `o v` is the colour of a bond at `v` that is not in
`p`. -/
def IsOuter {V : Type*} {G : SimpleGraph V} {u : V} (p : G.Walk u u)
    (col : V → V → Fin 3) (o : V → Fin 3) : Prop :=
  ∀ v ∈ p.support, ∃ w, G.Adj v w ∧ s(v, w) ∉ p.edges ∧ col v w = o v

omit [Fintype V] [DecidableEq V] in
/-- Every site of a simple cycle has exactly two neighbours along the cycle. -/
theorem cycle_neighbours {G : SimpleGraph V} {u v : V} {p : G.Walk u u} (hp : p.IsCycle)
    (hv : v ∈ p.support) : ∃ x y, x ≠ y ∧ ∀ w, s(v, w) ∈ p.edges ↔ w = x ∨ w = y := by
  obtain ⟨x, y, hxy, hset⟩ :=
    Set.ncard_eq_two.mp (hp.ncard_neighborSet_toSubgraph_eq_two hv)
  refine ⟨x, y, hxy, fun w => ?_⟩
  have hw : w ∈ p.toSubgraph.neighborSet v ↔ w ∈ ({x, y} : Set V) := by rw [hset]
  rw [← Walk.mem_edges_toSubgraph, Subgraph.mem_edgeSet]
  exact hw

omit [Fintype V] [DecidableEq V] in
/-- In a proper three-colouring, a bond at a site of a simple cycle has the outer colour of
that site exactly when it is not a bond of the cycle. -/
theorem outer_iff {G : SimpleGraph V} {col : V → V → Fin 3} {o : V → Fin 3} {u v w : V}
    {p : G.Walk u u} (hcol : IsProper G col) (hp : p.IsCycle) (ho : IsOuter p col o)
    (hv : v ∈ p.support) (hvw : G.Adj v w) : col v w = o v ↔ s(v, w) ∉ p.edges := by
  obtain ⟨z, hz, hzn, hc⟩ := ho v hv
  constructor
  · intro h
    rwa [hcol.proper v w z hvw hz (h.trans hc.symm)]
  · intro hn
    obtain ⟨x, y, hxy, hiff⟩ := cycle_neighbours hp hv
    have hx := (hiff x).mpr (Or.inl rfl)
    have hy := (hiff y).mpr (Or.inr rfl)
    have ax := p.adj_of_mem_edges hx
    have ay := p.adj_of_mem_edges hy
    -- two colours are used up by the cycle, so only one is left
    have key : ∀ a b c d : Fin 3, a ≠ b → a ≠ c → b ≠ c → a ≠ d → b ≠ d → d = c := by
      decide
    exact key (col v x) (col v y) (o v) (col v w)
      (fun h => hxy (hcol.proper v x y ax ay h))
      (fun h => hzn (hcol.proper v x z ax hz (h.trans hc.symm) ▸ hx))
      (fun h => hzn (hcol.proper v y z ay hz (h.trans hc.symm) ▸ hy))
      (fun h => hn (hcol.proper v x w ax hvw h ▸ hx))
      (fun h => hn (hcol.proper v y w ay hvw h ▸ hy))

end

end OuterIff
```

Lean reports:

```
Main.lean:52:6: error: failed to synthesize
  Decidable (∀ (a b c d : Fin 3), a ≠ b → a ≠ c → b ≠ c → a ≠ d → b ≠ d → d = c)

Hint: Additional diagnostic information may be available using the `set_option diagnostics true` command.
```

Diagnosis. The tactic `decide` needs a `Decidable` instance for the whole statement it is to prove, and Lean failed to synthesize one for `key`. The error therefore comes before any colours are checked, and it doesn't mean that `key` is false. The statement has four quantifiers over `Fin 3` followed by a chain of five implications, but the message doesn't say where in it the search for an instance broke down.

The repair keeps the statement of `key` and proves it without that instance. `intro` names the four colours and the five hypotheses. `simp only` with `ne_eq` and `Fin.ext_iff` then turns equalities and inequalities between elements of `Fin 3` into ones between their values as natural numbers. These values are all below 3, so what is left is linear arithmetic, which `omega` can settle: `a`, `b` and `c` take three different values, and `d`, which differs from `a` and `b`, must equal `c`.

The repair, with which the file compiles:

```diff
@@ -50,5 +50,7 @@
     -- two colours are used up by the cycle, so only one is left
     have key : ∀ a b c d : Fin 3, a ≠ b → a ≠ c → b ≠ c → a ≠ d → b ≠ d → d = c := by
-      decide
+      intro a b c d h1 h2 h3 h4 h5
+      simp only [ne_eq, Fin.ext_iff] at h1 h2 h3 h4 h5 ⊢
+      omega
     exact key (col v x) (col v y) (o v) (col v w)
       (fun h => hxy (hcol.proper v x y ax ay h))
```
